# Discontinuous transition at \(K=4\ln 2\) in a one-parameter three-state mean-field model

Each site of a lattice is in one of three equivalent states, labelled \(0,1,2\). State \(0\) is singled out and the other two are kept equally occupied, so that one order parameter \(s\) fixes the occupations:

\[
p_0=\frac{1+2s}{3},\qquad p_1=p_2=\frac{1-s}{3},\qquad -\tfrac12\le s\le 1 .
\]

They sum to one, and the range of \(s\) keeps them non-negative. The disordered state is \(s=0\); at \(s=1\) every site is in state \(0\). The Bragg–Williams free energy per site, in units of \(k_BT\), is

\[
f_K(s)=-\frac K2\sum_i p_i^2+\sum_i p_i\ln p_i ,\qquad 0\ln 0=0 .
\]

If each pair of like neighbours lowers the energy by \(J\) and each site has \(z\) neighbours, then \(K=zJ/k_BT\), so for \(J>0\) cooling raises \(K\). Write \(K_c=4\ln 2\approx 2.77\).

## Two degenerate minima and a jump between them

At \(K_c\) one has \(f(1/2)=f(0)\), \(f'(1/2)=0\) and \(f''(0)>0\). These conditions compare only two points and their neighbourhoods. The jump is established here by comparisons over the whole physical interval:

- for \(K<K_c\), \(s=0\) is the only minimiser;
- at \(K_c\), the minimisers are exactly \(0\) and \(1/2\);
- for \(K>K_c\), every physical \(s<1/2\) has a higher free energy than \(s=1/2\).

**Derivatives.** Since \(\sum_i p_i^2=(1+2s^2)/3\),

\[
f_K(s)=-\frac{K(1+2s^2)}6+\frac{1+2s}3\ln\frac{1+2s}3+\frac{2(1-s)}3\ln\frac{1-s}3 .
\]

Differentiating \(x\ln x\) gives \(\ln x+1\), and the constants cancel. For \(-1/2<s<1\),

\[
f_K'(s)=\tfrac23\left[\ln(1+2s)-\ln(1-s)-Ks\right],\qquad
f_K''(s)=\frac{2}{(1+2s)(1-s)}-\frac{2K}3 .
\]

Hence \(f_{K_c}'(1/2)=\frac23[\ln2+\ln2-2\ln2]=0\), and \(f_{K_c}''(0)=2-\frac83\ln2>0\) because \(\ln 2<3/4\).

**Reflection.** Put \(a=p_0\) and \(b=p_1\). Replacing \(s\) by \(1/2-s\) turns \(a\) into \(2b\) and \(b\) into \(a/2\). The logarithmic sum becomes

\[
2b\ln(2b)+a\ln(a/2)=a\ln a+2b\ln b+(2b-a)\ln2,
\]

a change of \(\frac{1-4s}{3}\ln2\). The quadratic term changes by \(-K(1-4s)/12\). At \(K_c\) the two changes cancel, so \(f_{K_c}(1/2-s)=f_{K_c}(s)\). Setting \(s=0\) gives the equality of the two free energies.

**Sign of the slope.** Let \(g=f_{K_c}'\). Then \(g(0)=0\) and \(g(1/4)=\frac23[\ln\frac32-\ln\frac34-\ln2]=0\). For \(x<y\) in \((-1/2,1/4)\),

\[
(1+2y)(1-y)-(1+2x)(1-x)=(y-x)\bigl(1-2(x+y)\bigr)>0 .
\]

Thus \(g'\) decreases strictly, and \(g\) is strictly concave on \((-1/2,1/4]\). It lies above its zero chord between \(0\) and \(1/4\), so it is positive there. If \(g(s)\ge0\) for some \(s<0\), concavity between \(s\) and \(1/4\) would force \(g(0)>0\); hence \(g<0\) to the left of zero.

So \(f_{K_c}\) falls strictly on \([-1/2,0]\) and rises strictly on \([0,1/4]\). On this half of the interval it exceeds \(f_{K_c}(0)\) except at \(0\). Reflection gives the other half, with the exception at \(1/2\).

**Other couplings.** Changing \(K\) adds \((K_c-K)(1+2s^2)/6\) to \(f_{K_c}(s)\). Therefore

\[
f_K(s)-f_K(0)=f_{K_c}(s)-f_{K_c}(0)+\frac{(K_c-K)s^2}{3},
\]

which is positive for \(K<K_c\) and \(s\ne0\). Likewise

\[
f_K(s)-f_K(\tfrac12)=f_{K_c}(s)-f_{K_c}(\tfrac12)+\frac{(K-K_c)(\frac14-s^2)}{3}.
\]

For \(K>K_c\) and \(-1/2\le s<1/2\), both contributions are non-negative. The first vanishes only at \(s=0\), the second only at \(s=-1/2\), so their sum is positive.

At \(K=0\) only the entropy term remains, and its minimum is \(-\ln3\) at \(s=0\), as the first comparison requires. The restriction \(s<1/2\) in the last comparison matters: at \(K=4\), \(f(1)=-2\), whereas \(f(1/2)=-1+\frac13\ln2-\ln3\approx-1.87\). Above the transition \(f_K'(1/2)=(K_c-K)/3<0\), so the minimum has moved beyond \(1/2\).

In this one-parameter mean-field model, \(s=0\) remains a local minimum for \(K_c<K<3\), so a local minimisation started there can miss the ordered state of lower free energy.

## The model in Lean

```lean
import Mathlib

open Set

namespace ThreeStateMeanField

noncomputable section
```

The occupations are a function on `Fin 3`, whose indices \(0,1,2\) are those used above.

```lean
/-- Occupations of the three states at order parameter `s`: one state is singled out and the
other two are equally occupied. -/
def occupation (s : ℝ) : Fin 3 → ℝ := ![(1 + 2 * s) / 3, (1 - s) / 3, (1 - s) / 3]
```

The free energy is defined for all real `K` and `s`; the theorems impose the physical interval where they need it. Lean sets `Real.log 0` to zero, which gives the correct \(0\ln0=0\) at the endpoints.

```lean
/-- Mean-field free energy per site, in units of `k_B T`, at reduced coupling `K`; its physical
domain is `-1/2 ≤ s ≤ 1`, with `0 ln 0 = 0`. -/
def freeEnergy (K s : ℝ) : ℝ :=
  -(K / 2) * ∑ i, occupation s i ^ 2 + ∑ i, occupation s i * Real.log (occupation s i)
```

The next two definitions name the transition coupling and the expression found for \(f_K'\). That `slope` really is the derivative is proved below.

```lean
/-- The coupling `4 ln 2`. -/
def Kc : ℝ := 4 * Real.log 2

/-- The expression for the slope of the free energy, on the domain `-1/2 < s < 1`. -/
def slope (K s : ℝ) : ℝ := 2 / 3 * (Real.log (1 + 2 * s) - Real.log (1 - s) - K * s)
```

## Explicit form and derivatives

Expanding the two sums over three states gives the formula in \(s\).

```lean
/-- The free energy written out in the order parameter. -/
theorem freeEnergy_eq (K s : ℝ) :
    freeEnergy K s = -K * (1 + 2 * s ^ 2) / 6
      + (1 + 2 * s) / 3 * Real.log ((1 + 2 * s) / 3)
      + 2 * ((1 - s) / 3 * Real.log ((1 - s) / 3)) := by
  have h0 : occupation s 0 = (1 + 2 * s) / 3 := rfl
  have h1 : occupation s 1 = (1 - s) / 3 := rfl
  have h2 : occupation s 2 = (1 - s) / 3 := rfl
  rw [freeEnergy, Fin.sum_univ_three, Fin.sum_univ_three, h0, h1, h2]
  ring
```

`HasDerivAt f v s` means that `f` is differentiable at `s` with derivative `v`. The proof applies the chain rule to \(x\ln x\) at each occupation, then splits the logarithms of the quotients so that the \(\ln3\) terms cancel.

```lean
/-- Inside the physical interval the free energy has slope
`(2/3) (ln (1+2s) - ln (1-s) - K s)`. -/
theorem hasDerivAt_freeEnergy (K : ℝ) {s : ℝ} (hs : s ∈ Ioo (-1 / 2 : ℝ) 1) :
    HasDerivAt (freeEnergy K) (slope K s) s := by
  have p1 : 1 + 2 * s ≠ 0 := by linarith [hs.1]
  have p2 : 1 - s ≠ 0 := by linarith [hs.2]
  have a : HasDerivAt (fun x : ℝ => (1 + 2 * x) / 3) (2 / 3) s :=
    ((((hasDerivAt_id' s).const_mul 2).const_add 1).div_const 3).congr_deriv (by norm_num)
  have b : HasDerivAt (fun x : ℝ => (1 - x) / 3) (-1 / 3) s :=
    ((hasDerivAt_id' s).const_sub 1).div_const 3
  have LA := Real.hasDerivAt_mul_log (div_ne_zero p1 three_ne_zero)
  have LB := Real.hasDerivAt_mul_log (div_ne_zero p2 three_ne_zero)
  have A := LA.comp s a
  have B := LB.comp s b
  have q : HasDerivAt (fun x : ℝ => x ^ 2) (2 * s) s := by simpa using hasDerivAt_pow 2 s
  have Q := (((q.const_mul 2).const_add 1).const_mul (-K)).div_const 6
  rw [funext (freeEnergy_eq K)]
  refine ((Q.fun_add A).fun_add (B.const_mul 2)).congr_deriv ?_
  rw [Real.log_div p1 three_ne_zero, Real.log_div p2 three_ne_zero, slope]
  ring
```

Differentiating once more gives the curvature. The open interval `Ioo (-1 / 2) 1` keeps both logarithms away from zero argument.

```lean
/-- Inside the physical interval the slope has derivative `2/((1+2s)(1-s)) - 2K/3`. -/
theorem hasDerivAt_slope (K : ℝ) {s : ℝ} (hs : s ∈ Ioo (-1 / 2 : ℝ) 1) :
    HasDerivAt (slope K) (2 / ((1 + 2 * s) * (1 - s)) - 2 * K / 3) s := by
  have p1 : 1 + 2 * s ≠ 0 := by linarith [hs.1]
  have p2 : 1 - s ≠ 0 := by linarith [hs.2]
  have A := (((hasDerivAt_id' s).const_mul 2).const_add 1).log p1
  have B := ((hasDerivAt_id' s).const_sub 1).log p2
  refine (((A.fun_sub B).fun_sub ((hasDerivAt_id' s).const_mul K)).const_mul
    (2 / 3)).congr_deriv ?_
  field_simp
  ring
```

## Reflection and the conditions at \(K_c\)

In the reflection proof, `e1` and `e2` are the exchanges \(a\to2b\) and \(b\to a/2\). The auxiliary `key` expands \(2x\ln(2x)\) and treats \(x=0\) separately, so the identity includes the endpoints.

```lean
/-- At `K = 4 ln 2` the free energy is unchanged when `s` is replaced by `1/2 - s`. -/
theorem freeEnergy_reflection (s : ℝ) : freeEnergy Kc (1 / 2 - s) = freeEnergy Kc s := by
  have key : ∀ x : ℝ, 2 * x * Real.log (2 * x) = 2 * x * (Real.log 2 + Real.log x) := by
    intro x
    rcases eq_or_ne x 0 with rfl | h
    · simp
    · rw [Real.log_mul two_ne_zero h]
  have e1 : (1 + 2 * (1 / 2 - s)) / 3 = 2 * ((1 - s) / 3) := by ring
  have e2 : (1 + 2 * s) / 3 = 2 * ((1 - (1 / 2 - s)) / 3) := by ring
  rw [freeEnergy_eq, freeEnergy_eq, e1, e2, key ((1 - s) / 3),
    key ((1 - (1 / 2 - s)) / 3), Kc]
  ring
```

The three local conditions follow. The first is the reflection at \(s=0\), and the second evaluates `slope` at \(1/2\). For the third, the derivative of the free energy agrees with `slope` throughout a neighbourhood of \(0\), so the two have the same derivative there; a numerical upper bound on \(\ln2\) gives the sign.

```lean
/-- At `K = 4 ln 2` the free energies at `s = 1/2` and `s = 0` agree, the slope at `s = 1/2`
vanishes, and the second derivative at `s = 0` is positive. -/
theorem critical_conditions :
    freeEnergy Kc (1 / 2) = freeEnergy Kc 0 ∧ HasDerivAt (freeEnergy Kc) 0 (1 / 2) ∧
      0 < deriv (deriv (freeEnergy Kc)) 0 := by
  refine ⟨by simpa only [sub_zero] using freeEnergy_reflection 0, ?_, ?_⟩
  · refine (hasDerivAt_freeEnergy _ ⟨by norm_num, by norm_num⟩).congr_deriv ?_
    have e1 : (1 + 2 * (1 / 2) : ℝ) = 2 := by norm_num
    have e2 : (1 - 1 / 2 : ℝ) = 2⁻¹ := by norm_num
    rw [slope, Kc, e1, e2, Real.log_inv]
    ring
  · have h : deriv (freeEnergy Kc) =ᶠ[nhds 0] slope Kc := by
      filter_upwards [Ioo_mem_nhds (by norm_num : (-1 / 2 : ℝ) < 0) one_pos] with s hs
      exact (hasDerivAt_freeEnergy _ hs).deriv
    rw [h.deriv_eq, (hasDerivAt_slope _ ⟨by norm_num, by norm_num⟩).deriv]
    have e : (2 / ((1 + 2 * 0) * (1 - 0)) : ℝ) = 2 := by norm_num
    rw [e, Kc]
    linarith [Real.log_two_lt_d9]
```

## From concavity to the global minima at \(K_c\)

The proof of the slope's sign first establishes the zeros `z0` and `z1`, then strict concavity `hc` from the decreasing derivative. The lemma `slope_anti_adjacent` says that successive chords of a strictly concave function have decreasing gradients. It is applied to the points \(s,0,1/4\) when \(s<0\), and to \(0,s,1/4\) when \(s>0\).

```lean
/-- At `K = 4 ln 2` the slope is negative for `-1/2 < s < 0` and positive for `0 < s < 1/4`. -/
theorem critical_slope_sign {s : ℝ} (hs : s ∈ Ioo (-1 / 2 : ℝ) (1 / 4)) :
    (s < 0 → slope Kc s < 0) ∧ (0 < s → 0 < slope Kc s) := by
  have z0 : slope Kc 0 = 0 := by simp [slope]
  have z1 : slope Kc (1 / 4) = 0 := by
    have e1 : (1 + 2 * (1 / 4) : ℝ) = 2 * (1 - 1 / 4) := by norm_num
    rw [slope, Kc, e1, Real.log_mul two_ne_zero (by norm_num)]
    ring
  -- the slope is strictly concave up to its inflection point at 1/4
  have hc : StrictConcaveOn ℝ (Ioc (-1 / 2 : ℝ) (1 / 4)) (slope Kc) := by
    apply StrictAntiOn.strictConcaveOn_of_deriv (convex_Ioc _ _)
    · intro x hx
      exact (hasDerivAt_slope _ ⟨hx.1, by linarith [hx.2]⟩).continuousAt.continuousWithinAt
    · intro x hx y hy hxy
      rw [interior_Ioc] at hx hy
      rw [(hasDerivAt_slope _ ⟨hx.1, by linarith [hx.2]⟩).deriv,
        (hasDerivAt_slope _ ⟨hy.1, by linarith [hy.2]⟩).deriv]
      have hp : 0 < (1 + 2 * x) * (1 - x) :=
        mul_pos (by linarith [hx.1]) (by linarith [hx.2])
      have hlt : (1 + 2 * x) * (1 - x) < (1 + 2 * y) * (1 - y) := by
        have := mul_pos (sub_pos.2 hxy) (by linarith [hx.2, hy.2] : 0 < 1 - 2 * (x + y))
        linarith
      exact sub_lt_sub_right (div_lt_div_of_pos_left two_pos hp hlt) _
  have m1 : (1 / 4 : ℝ) ∈ Ioc (-1 / 2 : ℝ) (1 / 4) := ⟨by norm_num, le_refl _⟩
  constructor
  · intro h
    have k := hc.slope_anti_adjacent ⟨hs.1, hs.2.le⟩ m1 h (by norm_num)
    rw [z0, z1, sub_self, zero_div] at k
    by_contra hn
    exact absurd k (not_lt_of_ge
      (div_nonpos_of_nonpos_of_nonneg (by linarith) (by linarith)))
  · intro h
    have k := hc.slope_anti_adjacent ⟨by norm_num, by norm_num⟩ m1 h hs.2
    rw [z0, z1] at k
    by_contra hn
    have k1 := div_nonneg (by linarith : 0 ≤ 0 - slope Kc s)
      (by linarith [hs.2] : 0 ≤ 1 / 4 - s)
    have k2 := div_nonpos_of_nonpos_of_nonneg
      (by linarith : slope Kc s - 0 ≤ 0) (by linarith : 0 ≤ s - 0)
    linarith
```

The next theorem turns these signs into strict monotonicity on \([-1/2,0]\) and \([0,1/4]\). Continuity, proved first, carries the result to the endpoints. The last lines reflect the right half of the interval onto the left. Together with the equality in `critical_conditions`, this makes \(0\) and \(1/2\) the only minimisers at \(K_c\).

```lean
/-- At `K = 4 ln 2` every physical order parameter other than `0` and `1/2` has a free energy
above that of `s = 0`. -/
theorem critical_gap {s : ℝ} (hs : s ∈ Icc (-1 / 2 : ℝ) 1) (h0 : s ≠ 0) (h1 : s ≠ 1 / 2) :
    freeEnergy Kc 0 < freeEnergy Kc s := by
  have cont : Continuous (freeEnergy Kc) := by
    rw [funext (freeEnergy_eq Kc)]
    have A := Real.continuous_mul_log.comp
      (by fun_prop : Continuous fun s : ℝ => (1 + 2 * s) / 3)
    have B := Real.continuous_mul_log.comp (by fun_prop : Continuous fun s : ℝ => (1 - s) / 3)
    exact ((by fun_prop : Continuous fun s : ℝ => -Kc * (1 + 2 * s ^ 2) / 6).add A).add
      (continuous_const.mul B)
  have left : ∀ t ∈ Icc (-1 / 2 : ℝ) (1 / 4), t ≠ 0 → freeEnergy Kc 0 < freeEnergy Kc t := by
    intro t ht hne
    rcases lt_or_gt_of_ne hne with h | h
    · have anti : StrictAntiOn (freeEnergy Kc) (Icc (-1 / 2) 0) := by
        apply strictAntiOn_of_deriv_neg (convex_Icc _ _) cont.continuousOn
        intro x hx
        rw [interior_Icc] at hx
        rw [(hasDerivAt_freeEnergy _ ⟨hx.1, by linarith [hx.2]⟩).deriv]
        exact (critical_slope_sign ⟨hx.1, by linarith [hx.2]⟩).1 hx.2
      exact anti ⟨ht.1, h.le⟩ ⟨by norm_num, le_refl _⟩ h
    · have mono : StrictMonoOn (freeEnergy Kc) (Icc 0 (1 / 4)) := by
        apply strictMonoOn_of_deriv_pos (convex_Icc _ _) cont.continuousOn
        intro x hx
        rw [interior_Icc] at hx
        rw [(hasDerivAt_freeEnergy _ ⟨by linarith [hx.1], by linarith [hx.2]⟩).deriv]
        exact (critical_slope_sign ⟨by linarith [hx.1], hx.2⟩).2 hx.1
      exact mono ⟨le_refl _, by norm_num⟩ ⟨h.le, ht.2⟩ h
  -- the right half of the interval is the mirror image of the left half
  rcases le_total s (1 / 4) with h | h
  · exact left s ⟨hs.1, h⟩ h0
  · rw [← freeEnergy_reflection s]
    exact left _ ⟨by linarith [hs.2], by linarith⟩ (fun h' => h1 (by linarith))
```

## Both sides of the transition

In the final theorem, `Icc (-1 / 2) 1` is the whole physical interval and `Ico (-1 / 2) (1 / 2)` is its part below \(1/2\). The identity `shift` is the quadratic change with coupling. Each half of the proof adds that term to `critical_gap`, treating separately the point where the gap at \(K_c\) vanishes: \(s=1/2\) below the transition and \(s=0\) above it.

```lean
/-- Below `K = 4 ln 2` the free energy on the physical interval `-1/2 ≤ s ≤ 1` is lowest at `s = 0`
alone, and above it every physical `s < 1/2` has a higher free energy than `s = 1/2`. -/
theorem discontinuous_transition :
    (∀ K < Kc, ∀ s ∈ Icc (-1 / 2 : ℝ) 1, s ≠ 0 → freeEnergy K 0 < freeEnergy K s) ∧
      ∀ K > Kc, ∀ s ∈ Ico (-1 / 2 : ℝ) (1 / 2), freeEnergy K (1 / 2) < freeEnergy K s := by
  have half := critical_conditions.1
  -- a change of coupling only adds a quadratic term
  have shift : ∀ K s, freeEnergy K s = freeEnergy Kc s + (Kc - K) * (1 + 2 * s ^ 2) / 6 := by
    intro K s
    rw [freeEnergy_eq, freeEnergy_eq]
    ring
  constructor
  · intro K hK s hs h0
    have hp := mul_pos (sub_pos.2 hK) (by positivity : 0 < s ^ 2)
    rw [shift K 0, shift K s]
    by_cases h1 : s = 1 / 2
    · rw [h1] at hp ⊢
      linarith
    · linarith [critical_gap hs h0 h1]
  · intro K hK s hs
    have hp := mul_nonneg (sub_pos.2 hK).le
      (mul_nonneg (by linarith [hs.2] : 0 ≤ 1 / 2 - s) (by linarith [hs.1] : 0 ≤ 1 / 2 + s))
    rw [shift K (1 / 2), shift K s]
    by_cases h0 : s = 0
    · rw [h0]
      linarith
    · linarith [critical_gap ⟨hs.1, by linarith [hs.2]⟩ h0 hs.2.ne]

end

end ThreeStateMeanField
```

The theorem compares free energies. That a minimiser exists for \(K>K_c\) follows from continuity on a closed interval, an argument supplied here in prose only; the comparison then places it in \([1/2,1]\). The equilibrium order parameter therefore jumps from \(0\) to at least \(1/2\) as \(K\) passes \(K_c\).

The result concerns the stated mean-field function, which neglects correlations between sites, and only occupations with \(p_1=p_2\). It does not compare them with general occupations of the three states.

```lean
#print axioms ThreeStateMeanField.discontinuous_transition
```

```
'ThreeStateMeanField.discontinuous_transition' depends on axioms: [propext, Classical.choice, Quot.sound]
```
